# Exclusion tightens the two-site bound on hopping exactly when the total occupation exceeds one

Take two sites with one spin-orbital each, both with occupation 0.9. If the coherence $g$ between them is limited only by positivity, $|g|\le\sqrt{0.9\cdot 0.9}$, then $g=0.9$ is allowed. The one-body density matrix then has eigenvalues 1.8 and 0, so one orbital holds 1.8 identical fermions. With hopping amplitude $t>0$ the hopping energy comes out as $-1.8\,t$, whereas the lowest value compatible with exclusion is $-0.2\,t$. The missing constraint is a second product, that of the hole occupations.

## The density matrix and its energies

```lean
import Mathlib

open Matrix
open scoped ComplexOrder

namespace PauliTwoSiteBound

noncomputable section
```

Mathlib supplies the matrix theory. Opening `ComplexOrder` gives $0\le z$ a meaning for complex $z$: the number is real and nonnegative.

```lean
/-- The two-site one-body density matrix with occupations `a`, `b` and coherence `g`. -/
def rdm (a b : ℝ) (g : ℂ) : Matrix (Fin 2) (Fin 2) ℂ :=
  !![(a : ℂ), g; star g, (b : ℂ)]
```

This is the matrix
$$G=\begin{pmatrix}a&g\\ g^*&b\end{pmatrix},$$
with real occupations $a,b$ and complex coherence $g$. Lean numbers the sites 0 and 1, so $g=G_{01}$, and `star` is complex conjugation.

```lean
/-- The hopping energy `Re Tr (h G)`, where `h` has off-diagonal entries `-t`. -/
def hoppingEnergy (t : ℝ) (G : Matrix (Fin 2) (Fin 2) ℂ) : ℝ :=
  ((!![0, -(t : ℂ); -(t : ℂ), 0] : Matrix (Fin 2) (Fin 2) ℂ) * G).trace.re
```

The one-body Hamiltonian $h$ has off-diagonal entries $-t$ and no on-site energies. The function returns $\operatorname{Re}\operatorname{Tr}(hG)$.

```lean
/-- Hopping energies of positive density matrices with site densities `a` and `b`. -/
def bosonEnergies (t a b : ℝ) : Set ℝ :=
  {E | ∃ G : Matrix (Fin 2) (Fin 2) ℂ, G.PosSemidef ∧
    G 0 0 = (a : ℂ) ∧ G 1 1 = (b : ℂ) ∧ E = hoppingEnergy t G}
```

This is the set of all hopping energies available at fixed site densities when $G$ need only be positive semidefinite, as for bosons. In Mathlib `PosSemidef` includes being Hermitian.

```lean
/-- Hopping energies of density matrices with `0 ≤ G ≤ 1` and site densities `a` and `b`. -/
def fermionEnergies (t a b : ℝ) : Set ℝ :=
  {E | ∃ G : Matrix (Fin 2) (Fin 2) ℂ, G.PosSemidef ∧ (1 - G).PosSemidef ∧
    G 0 0 = (a : ℂ) ∧ G 1 1 = (b : ℂ) ∧ E = hoppingEnergy t G}
```

For fermions $1-G$ must be positive semidefinite too: no orbital, localised or delocalised, holds more than one particle. This condition is taken as the expression of the Pauli principle and is not derived from many-body states.

## Positivity as a condition on three numbers

```lean
/-- A Hermitian two-site matrix is fixed by its two real occupations and one coherence. -/
theorem eq_rdm {G : Matrix (Fin 2) (Fin 2) ℂ} (hG : G.IsHermitian) :
    G = rdm (G 0 0).re (G 1 1).re (G 0 1) := by
  ext i j
  fin_cases i <;> fin_cases j
  · exact (Complex.conj_eq_iff_re.1 (hG.apply 0 0)).symm
  · rfl
  · exact (hG.apply 1 0).symm
  · exact (Complex.conj_eq_iff_re.1 (hG.apply 1 1)).symm
```

Every Hermitian $2\times2$ matrix has the form `rdm`. The proof goes through the four entries with `fin_cases`: diagonal entries equal their own conjugates and so are real, and $G_{10}=G_{01}^*$.

```lean
/-- For any vector `x`, normalised or not, the quadratic form of the density matrix at `x` is the
sum of two density terms and an interference term. -/
theorem rdm_form (a b : ℝ) (g : ℂ) (x : Fin 2 → ℂ) :
    star x ⬝ᵥ (rdm a b g *ᵥ x) =
      ((a * Complex.normSq (x 0) + b * Complex.normSq (x 1)
        + 2 * (star (x 0) * g * x 1).re : ℝ) : ℂ) := by
  apply Complex.ext <;>
    simp [rdm, Matrix.mulVec, dotProduct, Fin.sum_univ_two, Complex.normSq_apply] <;> ring
```

For an orbital with amplitudes $x=(u,v)$, multiplying out gives
$$x^\dagger Gx=a|u|^2+b|v|^2+2\operatorname{Re}(u^*gv).$$
Here `*ᵥ` applies a matrix to a vector, `⬝ᵥ` is the dot product without conjugation, and `Complex.normSq` is $|\cdot|^2$. Lean compares real and imaginary parts.

```lean
/-- Positivity alone is equivalent to nonnegative occupations and `|g|² ≤ a b`. -/
theorem posSemidef_rdm_iff (a b : ℝ) (g : ℂ) :
    (rdm a b g).PosSemidef ↔ 0 ≤ a ∧ 0 ≤ b ∧ ‖g‖ ^ 2 ≤ a * b := by
  rw [← Complex.normSq_eq_norm_sq]
  constructor
  · intro hP
    have h : ∀ u v : ℂ, 0 ≤ a * Complex.normSq u + b * Complex.normSq v
        + 2 * (star u * g * v).re := by
      intro u v
      have h0 := hP.dotProduct_mulVec_nonneg ![u, v]
      rw [rdm_form] at h0
      exact Complex.zero_le_real.1 h0
    have ha : 0 ≤ a := (h 1 0).trans_eq (by simp)
    have hb : 0 ≤ b := (h 0 1).trans_eq (by simp)
    -- two test orbitals probe the determinant, a third covers empty sites
    have h1 : 0 ≤ a * (a * b - Complex.normSq g) :=
      (h (-g) a).trans_eq (by simp [Complex.normSq_apply]; ring)
    have h2 : 0 ≤ b * (a * b - Complex.normSq g) :=
      (h b (-star g)).trans_eq (by simp [Complex.normSq_apply]; ring)
    have h3 : 0 ≤ a * Complex.normSq g + b - 2 * Complex.normSq g :=
      (h (-g) 1).trans_eq (by simp [Complex.normSq_apply]; ring)
    refine ⟨ha, hb, ?_⟩
    by_contra hc
    push Not at hc
    have ha0 : a = 0 := by nlinarith
    have hb0 : b = 0 := by nlinarith
    subst ha0
    subst hb0
    linarith
  · rintro ⟨ha, hb, hg⟩
    refine Matrix.PosSemidef.of_dotProduct_mulVec_nonneg
      (Matrix.IsHermitian.ext fun i j => by
        fin_cases i <;> fin_cases j <;> simp [rdm]) fun x => ?_
    rw [rdm_form]
    refine Complex.zero_le_real.2 ?_
    have hp := Complex.normSq_nonneg (x 0)
    have hq := Complex.normSq_nonneg (x 1)
    have hz : (star (x 0) * g * x 1).re ^ 2 ≤
        Complex.normSq g * (Complex.normSq (x 0) * Complex.normSq (x 1)) := by
      have e : Complex.normSq (star (x 0) * g * x 1) =
          Complex.normSq g * (Complex.normSq (x 0) * Complex.normSq (x 1)) := by
        rw [Complex.normSq_mul, Complex.normSq_mul, Complex.star_def, Complex.normSq_conj]
        ring
      rw [← e, Complex.normSq_apply]
      nlinarith [sq_nonneg (star (x 0) * g * x 1).im]
    have hm := mul_le_mul_of_nonneg_right hg (mul_nonneg hp hq)
    -- the arithmetic-geometric inequality bounds the interference term
    have hs : (2 * (star (x 0) * g * x 1).re) ^ 2 ≤
        (a * Complex.normSq (x 0) + b * Complex.normSq (x 1)) ^ 2 := by
      nlinarith [sq_nonneg (a * Complex.normSq (x 0) - b * Complex.normSq (x 1))]
    have := (abs_le_of_sq_le_sq' hs (add_nonneg (mul_nonneg ha hp) (mul_nonneg hb hq))).1
    linarith
```

The statement reads: $G\ge0$ if and only if $a\ge0$, $b\ge0$ and $|g|^2\le ab$.

Suppose first that $G\ge0$. The orbitals $(1,0)$ and $(0,1)$ give $a\ge0$ and $b\ge0$. Three more, which need no normalisation because only the sign matters, give

- $(-g,a)$: $\;a(ab-|g|^2)\ge0$, which is `h1`;
- $(b,-g^*)$: $\;b(ab-|g|^2)\ge0$, which is `h2`;
- $(-g,1)$: $\;a|g|^2+b-2|g|^2\ge0$, which is `h3`.

If $|g|^2>ab$, the first two force $a=b=0$. The third then says $-2|g|^2\ge0$, contradicting $|g|^2>0$. Lean runs this contradiction through `by_contra`, and `nlinarith` finds the products of inequalities that it needs.

Conversely, assume the three inequalities. Since a real part is at most the modulus,
$$\bigl(2\operatorname{Re}(u^*gv)\bigr)^2\le4|g|^2|u|^2|v|^2\le4ab|u|^2|v|^2\le\bigl(a|u|^2+b|v|^2\bigr)^2.$$
The last step holds because the difference is $(a|u|^2-b|v|^2)^2$. The interference term therefore cannot outweigh the density terms, and the form is nonnegative. The first step is `hz`, the second `hm`, and the whole chain `hs`.

## Adding the holes

```lean
/-- For occupations `a`, `b` and coherence `g`, the condition `0 ≤ G ≤ 1` is equivalent to
`a, b ∈ [0,1]` and `|g|² ≤ min (a b) ((1-a)(1-b))`. -/
theorem pauli_rdm_iff (a b : ℝ) (g : ℂ) :
    ((rdm a b g).PosSemidef ∧ (1 - rdm a b g).PosSemidef) ↔
      (a ∈ Set.Icc 0 1 ∧ b ∈ Set.Icc 0 1) ∧
        ‖g‖ ^ 2 ≤ min (a * b) ((1 - a) * (1 - b)) := by
  -- the hole density matrix has the same form
  have e : 1 - rdm a b g = rdm (1 - a) (1 - b) (-g) := by
    ext i j
    fin_cases i <;> fin_cases j <;> simp [rdm]
  rw [e, posSemidef_rdm_iff, posSemidef_rdm_iff, norm_neg, le_min_iff, sub_nonneg, sub_nonneg,
    Set.mem_Icc, Set.mem_Icc]
  tauto
```

The hole matrix $1-G$ has the same form, with $a\to1-a$, $b\to1-b$, $g\to-g$. Applying the previous theorem to both matrices gives
$$0\le G\le1\iff a,b\in[0,1]\ \text{ and }\ |g|^2\le\min\bigl(ab,(1-a)(1-b)\bigr).$$
The range of the occupations is a consequence of $0\le G\le1$. `Set.Icc 0 1` is the closed interval, and `tauto` does the remaining propositional logic.

```lean
/-- A Hermitian two-site matrix satisfies `0 ≤ G ≤ 1` exactly when its occupations lie in
`[0,1]` and its squared coherence is at most both the particle and the hole product. -/
theorem pauli_iff {G : Matrix (Fin 2) (Fin 2) ℂ} (hG : G.IsHermitian) :
    (G.PosSemidef ∧ (1 - G).PosSemidef) ↔
      ((G 0 0).re ∈ Set.Icc 0 1 ∧ (G 1 1).re ∈ Set.Icc 0 1) ∧
        ‖G 0 1‖ ^ 2 ≤
          min ((G 0 0).re * (G 1 1).re) ((1 - (G 0 0).re) * (1 - (G 1 1).re)) := by
  have h := pauli_rdm_iff (G 0 0).re (G 1 1).re (G 0 1)
  rwa [← eq_rdm hG] at h
```

The same equivalence holds for any Hermitian $G$, with its occupations and coherence read off from its entries. Hermiticity matters: the matrix with $G_{00}=G_{11}=\tfrac12$, $G_{01}=0$ and $G_{10}=1$ satisfies the right-hand side, but it is not Hermitian and so not positive semidefinite.

The argument has a close neighbour for spin-summed occupations, where $0\le G\le2$. Working with $2-G$ by hand gives $|g|^2\le\min(ab,(2-a)(2-b))$ for $a,b\in[0,2]$, a variant that the file does not contain.

## The lowest hopping energies

```lean
/-- The hopping energy is `-2t` times the real part of the coherence. -/
theorem hoppingEnergy_rdm (t a b : ℝ) (g : ℂ) :
    hoppingEnergy t (rdm a b g) = -(2 * t * g.re) := by
  simp [hoppingEnergy, rdm, Matrix.trace_fin_two]
  ring
```

Taking the trace gives $-t(g+g^*)=-2t\operatorname{Re}g$.

```lean
/-- For `t ≥ 0` and without exclusion, the least hopping energy at site densities `a, b ≥ 0` is `-2t
√(a b)`. -/
theorem boson_minimum {t a b : ℝ} (ht : 0 ≤ t) (ha : 0 ≤ a) (hb : 0 ≤ b) :
    IsLeast (bosonEnergies t a b) (-(2 * t * √(a * b))) := by
  constructor
  · refine ⟨rdm a b (√(a * b) : ℝ), (posSemidef_rdm_iff _ _ _).2 ⟨ha, hb, ?_⟩, rfl, rfl, ?_⟩
    · rw [Complex.norm_real, Real.norm_eq_abs, sq_abs, Real.sq_sqrt (mul_nonneg ha hb)]
    · rw [hoppingEnergy_rdm, Complex.ofReal_re]
  · rintro E ⟨G, hp, h0, h1, rfl⟩
    have e := eq_rdm hp.isHermitian
    rw [h0, h1, Complex.ofReal_re, Complex.ofReal_re] at e
    rw [e] at hp
    have hg := ((posSemidef_rdm_iff _ _ _).1 hp).2.2
    have hr := (Complex.re_le_norm _).trans ((le_abs_self _).trans (Real.abs_le_sqrt hg))
    rw [e, hoppingEnergy_rdm]
    exact neg_le_neg (mul_le_mul_of_nonneg_left hr (by positivity))
```

`IsLeast` says that the value belongs to the set and that nothing in the set lies below it. For $t\ge0$ and $a,b\ge0$, the real coherence $g=\sqrt{ab}$ attains $-2t\sqrt{ab}$. For any other allowed $G$, $\operatorname{Re}g\le|g|\le\sqrt{ab}$, and multiplying by $-2t$ gives the lower bound. Adding $t(a+b)$, which is fixed by the densities, turns this minimum into $t(\sqrt a-\sqrt b)^2$, a two-site analogue of the Weizsäcker kinetic energy.

```lean
/-- For `t ≥ 0` and with exclusion, the least hopping energy at site densities `a, b ∈ [0,1]` is
`-2t √(min (a b) ((1-a)(1-b)))`. -/
theorem fermion_minimum {t a b : ℝ} (ht : 0 ≤ t)
    (ha : a ∈ Set.Icc (0 : ℝ) 1) (hb : b ∈ Set.Icc (0 : ℝ) 1) :
    IsLeast (fermionEnergies t a b) (-(2 * t * √(min (a * b) ((1 - a) * (1 - b))))) := by
  have hm : 0 ≤ min (a * b) ((1 - a) * (1 - b)) :=
    le_min (mul_nonneg ha.1 hb.1) (mul_nonneg (sub_nonneg.2 ha.2) (sub_nonneg.2 hb.2))
  constructor
  · have h := (pauli_rdm_iff a b (√(min (a * b) ((1 - a) * (1 - b))) : ℝ)).2
      ⟨⟨ha, hb⟩, by rw [Complex.norm_real, Real.norm_eq_abs, sq_abs, Real.sq_sqrt hm]⟩
    exact ⟨_, h.1, h.2, rfl, rfl, by rw [hoppingEnergy_rdm, Complex.ofReal_re]⟩
  · rintro E ⟨G, hp, hq, h0, h1, rfl⟩
    have e := eq_rdm hp.isHermitian
    rw [h0, h1, Complex.ofReal_re, Complex.ofReal_re] at e
    rw [e] at hp hq
    have hg := ((pauli_rdm_iff _ _ _).1 ⟨hp, hq⟩).2
    have hr := (Complex.re_le_norm _).trans ((le_abs_self _).trans (Real.abs_le_sqrt hg))
    rw [e, hoppingEnergy_rdm]
    exact neg_le_neg (mul_le_mul_of_nonneg_left hr (by positivity))
```

With $a,b\in[0,1]$ the same two steps apply, with the minimum of the two products in place of $ab$. The result is the exact minimum of the hopping energy at given densities, in a model with two spin-orbitals and no interaction energy.

```lean
/-- For `t > 0`, if both minima of the hopping energy exist at site densities `a` and `b`, the
fermionic one lies strictly above the bosonic one exactly when `a + b > 1`. -/
theorem exclusion_raises_minimum_iff {t a b EB EF : ℝ} (ht : 0 < t)
    (hB : IsLeast (bosonEnergies t a b) EB) (hF : IsLeast (fermionEnergies t a b) EF) :
    EB < EF ↔ 1 < a + b := by
  obtain ⟨G, hp, hq, h0, h1, -⟩ := hF.1
  have hab := ((pauli_iff hp.isHermitian).1 ⟨hp, hq⟩).1
  rw [h0, h1, Complex.ofReal_re, Complex.ofReal_re] at hab
  obtain ⟨ha, hb⟩ := hab
  have hm : 0 ≤ min (a * b) ((1 - a) * (1 - b)) :=
    le_min (mul_nonneg ha.1 hb.1) (mul_nonneg (sub_nonneg.2 ha.2) (sub_nonneg.2 hb.2))
  rw [hB.unique (boson_minimum ht.le ha.1 hb.1), hF.unique (fermion_minimum ht.le ha hb),
    neg_lt_neg_iff, mul_lt_mul_iff_right₀ (by positivity : 0 < 2 * t),
    Real.sqrt_lt_sqrt_iff hm, min_lt_iff]
  -- the hole product is the smaller one exactly above half filling
  constructor
  · rintro (h | h)
    · exact absurd h (lt_irrefl _)
    · linarith
  · intro h
    right
    linarith

end

end PauliTwoSiteBound
```

Let $E_B$ and $E_F$ be the two minima, `EB` and `EF` in Lean. For $t>0$, the theorem says $E_B<E_F$ if and only if $a+b>1$. No range for $a,b$ is assumed: a fermionic minimum is attained by some $G$, and that $G$ already forces $a,b\in[0,1]$.

Minima are unique, so both formulas can be inserted. Cancelling $-2t$ and the square roots leaves $\min(ab,(1-a)(1-b))<ab$, which means $(1-a)(1-b)<ab$. Since
$$(1-a)(1-b)=ab+1-(a+b),$$
this is $a+b>1$. At $t=0$ both energies vanish and the equivalence fails for $a+b>1$.

```lean
#print axioms PauliTwoSiteBound.exclusion_raises_minimum_iff
-- 'PauliTwoSiteBound.exclusion_raises_minimum_iff' depends on axioms: [propext, Classical.choice, Quot.sound]
```
